# Complex 4×4 matrices that commute with all four Dirac gamma matrices are multiples of 1, and those that anticommute are multiples of γ⁵

A 2×2 matrix that commutes with σ_z = diag(1, −1) has no off-diagonal entries. If it also commutes with σ_x, which swaps the two components, its diagonal entries are equal, so it is a multiple of the identity. I would like the same statement for Dirac spinors: a complex 4×4 matrix that commutes with γ⁰, γ¹, γ² and γ³ in the Dirac representation should be c·1, and one that anticommutes with all four should be c·γ⁵. Can this be derived entry by entry, and stated and proved in Lean so that a machine checks it?

## From sixteen entries to one number

Yes, and the 2×2 mechanism carries over. Number the rows and columns of M from 0 to 3, and let σₖ be the Pauli matrices, with k = 1, 2, 3. In 2×2 blocks,

γ⁰ = [[1, 0], [0, −1]],  γᵏ = [[0, σₖ], [−σₖ, 0]].

Suppose that M commutes with all four. Since γ⁰ = diag(1, 1, −1, −1), the (0,2) entry of Mγ⁰ = γ⁰M reads

−M₀₂ = M₀₂,

so M₀₂ = 0. The same sign mismatch removes M₀₃, M₁₂, M₁₃, M₂₀, M₂₁, M₃₀ and M₃₁.

Four off-diagonal entries remain. The (0,2) entries of the conditions for γ¹ and γ² give

M₀₁ = M₃₂,  i M₀₁ = −i M₃₂,

so both vanish. The (1,3) entries give

M₁₀ = M₂₃,  −i M₁₀ = i M₂₃,

so these vanish too. On the diagonal, γ¹ gives M₀₀ = M₃₃ and M₁₁ = M₂₂, and γ³ gives M₀₀ = M₂₂. Hence M = M₀₀·1. Conversely, every multiple of 1 commutes with everything.

For the anticommuting case, define γ⁵ = iγ⁰γ¹γ²γ³. From σ₁σ₂ = iσ₃, the product γ¹γ² is −iσ₃ in both diagonal blocks. Multiplying by γ³ on the right, and by iγ⁰ on the left, gives

γ⁵ = [[0, 1], [1, 0]].

Block multiplication then shows that (γ⁵)² = 1 and γ⁵γ^μ = −γ^μγ⁵ for μ = 0, 1, 2, 3. If M anticommutes with every γ^μ, two signs cancel:

γ⁵Mγ^μ = −γ⁵γ^μM = γ^μγ⁵M.

So γ⁵M commutes with all four and equals c·1. Multiplying by γ⁵ gives M = cγ⁵. Conversely, cγ⁵ anticommutes with each γ^μ because γ⁵ does.

## Three gamma matrices are too few, and a change of representation is fixed up to a factor

The matrix γ⁵γ³ = diag(−1, 1, 1, −1) commutes with γ⁰, γ¹ and γ², since each of them anticommutes with both factors. It is not a multiple of 1, so the condition for γ³ does real work.

Now let S and an invertible T satisfy Sγ^μ = γ′^μS and Tγ^μ = γ′^μT for the same second set γ′. Then T⁻¹γ′^μ = γ^μT⁻¹, and therefore

T⁻¹Sγ^μ = T⁻¹γ′^μS = γ^μT⁻¹S.

Thus T⁻¹S = c·1 and S = cT. In four-component electronic structure, this means that a constant matrix acting on the spinor index of one electron, and taking the Dirac matrices to a given equivalent set, is unique up to a number.

## What the Lean statements say

In `gamma μ`, the argument is the spacetime index; the rows and columns of the resulting matrix are spinor components. Both run over `Fin 4`, that is, 0 to 3. The entries fix the convention (γ⁰)² = 1 and (γᵏ)² = −1, and `gamma5` carries the prefactor +i.

`commutes_iff_scalar` and `anticommutes_iff_gamma5` are equivalences for an arbitrary complex matrix `M`, with no assumption of hermiticity or invertibility. The constant `c` may be zero. `M` is a constant matrix, so operators that also act on position or momentum are not covered.

`intertwiner_unique` assumes an invertible `T` that relates the two sets; it does not derive the existence of such a `T` from the anticommutation relations of γ′. `intertwiner_unique_witness` gives an instance with γ′ = −γ, T = γ⁵ and S = iγ⁵.

```lean
import Mathlib

open Matrix
open Complex (I)

namespace DiracCommutant

noncomputable section

/-- The four gamma matrices in the Dirac representation, with `gamma 0` the time component. -/
def gamma : Fin 4 → Matrix (Fin 4) (Fin 4) ℂ :=
  ![!![1, 0, 0, 0; 0, 1, 0, 0; 0, 0, -1, 0; 0, 0, 0, -1],
    !![0, 0, 0, 1; 0, 0, 1, 0; 0, -1, 0, 0; -1, 0, 0, 0],
    !![0, 0, 0, -I; 0, 0, I, 0; 0, I, 0, 0; -I, 0, 0, 0],
    !![0, 0, 1, 0; 0, 0, 0, -1; -1, 0, 0, 0; 0, 1, 0, 0]]

/-- The chirality matrix, `i` times the ordered product of the four gamma matrices. -/
def gamma5 : Matrix (Fin 4) (Fin 4) ℂ :=
  I • (gamma 0 * gamma 1 * gamma 2 * gamma 3)

/-- In the Dirac representation `gamma5` exchanges the upper and lower pairs of components. -/
theorem gamma5_eq :
    gamma5 = !![0, 0, 1, 0; 0, 0, 0, 1; 1, 0, 0, 0; 0, 1, 0, 0] := by
  ext i j
  fin_cases i <;> fin_cases j <;>
    simp [gamma5, gamma]

/-- The chirality matrix squares to the identity. -/
theorem gamma5_sq : gamma5 * gamma5 = 1 := by
  rw [gamma5_eq]
  ext i j
  fin_cases i <;> fin_cases j <;>
    simp [Matrix.mul_apply, Fin.sum_univ_four]

/-- The chirality matrix anticommutes with each gamma matrix. -/
theorem gamma5_anticomm (μ : Fin 4) : gamma5 * gamma μ = -(gamma μ * gamma5) := by
  rw [gamma5_eq]
  fin_cases μ <;> ext i j <;> fin_cases i <;> fin_cases j <;>
    simp [gamma, Matrix.mul_apply, Fin.sum_univ_four]

/-- A complex 4 by 4 matrix commutes with all four gamma matrices exactly when it is a
scalar multiple of the identity. -/
theorem commutes_iff_scalar (M : Matrix (Fin 4) (Fin 4) ℂ) :
    (∀ μ, M * gamma μ = gamma μ * M) ↔ ∃ c : ℂ, M = c • 1 := by
  constructor
  · intro h
    have e : ∀ μ i j, (M * gamma μ) i j = (gamma μ * M) i j := fun μ i j => by rw [h μ]
    have z : ∀ x : ℂ, -x = x → x = 0 := fun x hx => by linear_combination (-1 / 2) * hx
    -- `gamma 0` removes the entries that mix upper and lower components
    have z02 := z (M 0 2) (by
      simpa [gamma, Matrix.mul_apply, Fin.sum_univ_four] using e 0 0 2)
    have z03 := z (M 0 3) (by
      simpa [gamma, Matrix.mul_apply, Fin.sum_univ_four] using e 0 0 3)
    have z12 := z (M 1 2) (by
      simpa [gamma, Matrix.mul_apply, Fin.sum_univ_four] using e 0 1 2)
    have z13 := z (M 1 3) (by
      simpa [gamma, Matrix.mul_apply, Fin.sum_univ_four] using e 0 1 3)
    have z20 := z (M 2 0) (by
      simpa [gamma, Matrix.mul_apply, Fin.sum_univ_four] using (e 0 2 0).symm)
    have z21 := z (M 2 1) (by
      simpa [gamma, Matrix.mul_apply, Fin.sum_univ_four] using (e 0 2 1).symm)
    have z30 := z (M 3 0) (by
      simpa [gamma, Matrix.mul_apply, Fin.sum_univ_four] using (e 0 3 0).symm)
    have z31 := z (M 3 1) (by
      simpa [gamma, Matrix.mul_apply, Fin.sum_univ_four] using (e 0 3 1).symm)
    -- `gamma 1` and `gamma 2` together remove the remaining off-diagonal entries
    have p : M 0 1 = M 3 2 := by
      simpa [gamma, Matrix.mul_apply, Fin.sum_univ_four] using e 1 0 2
    have q : M 0 1 * I = -(I * M 3 2) := by
      simpa [gamma, Matrix.mul_apply, Fin.sum_univ_four] using e 2 0 2
    have r : M 1 0 = M 2 3 := by
      simpa [gamma, Matrix.mul_apply, Fin.sum_univ_four] using e 1 1 3
    have s : -(M 1 0 * I) = I * M 2 3 := by
      simpa [gamma, Matrix.mul_apply, Fin.sum_univ_four] using e 2 1 3
    have z01 : M 0 1 = 0 := by
      linear_combination (1 / 2) * p - (I / 2) * q + ((M 0 1 + M 3 2) / 2) * Complex.I_sq
    have z10 : M 1 0 = 0 := by
      linear_combination (1 / 2) * r + (I / 2) * s + ((M 1 0 + M 2 3) / 2) * Complex.I_sq
    have z32 : M 3 2 = 0 := by rw [← p, z01]
    have z23 : M 2 3 = 0 := by rw [← r, z10]
    -- `gamma 1` and `gamma 3` make the diagonal entries equal
    have d3 : M 0 0 = M 3 3 := by
      simpa [gamma, Matrix.mul_apply, Fin.sum_univ_four] using e 1 0 3
    have d12 : M 1 1 = M 2 2 := by
      simpa [gamma, Matrix.mul_apply, Fin.sum_univ_four] using e 1 1 2
    have d2 : M 0 0 = M 2 2 := by
      simpa [gamma, Matrix.mul_apply, Fin.sum_univ_four] using e 3 0 2
    have d1 : M 1 1 = M 0 0 := d12.trans d2.symm
    refine ⟨M 0 0, ?_⟩
    ext i j
    fin_cases i <;> fin_cases j <;>
      simp [z01, z02, z03, z10, z12, z13, z20, z21, z23, z30, z31, z32,
        d1, d2.symm, d3.symm]
  · rintro ⟨c, rfl⟩ μ
    rw [Matrix.smul_mul, Matrix.mul_smul, one_mul, mul_one]

/-- A complex 4 by 4 matrix anticommutes with all four gamma matrices exactly when it is a
scalar multiple of `gamma5`. -/
theorem anticommutes_iff_gamma5 (M : Matrix (Fin 4) (Fin 4) ℂ) :
    (∀ μ, M * gamma μ = -(gamma μ * M)) ↔ ∃ c : ℂ, M = c • gamma5 := by
  constructor
  · intro h
    -- the two signs cancel, so `gamma5 * M` commutes with every gamma matrix
    have hc : ∀ μ, gamma5 * M * gamma μ = gamma μ * (gamma5 * M) := fun μ => by
      calc gamma5 * M * gamma μ = gamma5 * (M * gamma μ) := mul_assoc _ _ _
        _ = -(gamma5 * gamma μ * M) := by rw [h μ, mul_neg, mul_assoc]
        _ = gamma μ * (gamma5 * M) := by
          rw [gamma5_anticomm, neg_mul, neg_neg, mul_assoc]
    obtain ⟨c, hM⟩ := (commutes_iff_scalar _).mp hc
    refine ⟨c, ?_⟩
    calc M = gamma5 * gamma5 * M := by rw [gamma5_sq, one_mul]
      _ = gamma5 * (gamma5 * M) := mul_assoc _ _ _
      _ = c • gamma5 := by rw [hM, Matrix.mul_smul, mul_one]
  · rintro ⟨c, rfl⟩ μ
    rw [Matrix.smul_mul, gamma5_anticomm, Matrix.mul_smul, smul_neg]

/-- The matrix `gamma5 * gamma 3` commutes with `gamma 0`, `gamma 1` and `gamma 2`, yet it is
not a scalar multiple of the identity. -/
theorem three_gammas_not_enough :
    (∀ μ, μ ≠ 3 → gamma5 * gamma 3 * gamma μ = gamma μ * (gamma5 * gamma 3)) ∧
      ¬ ∃ c : ℂ, gamma5 * gamma 3 = c • 1 := by
  have hS : gamma5 * gamma 3 =
      !![-1, 0, 0, 0; 0, 1, 0, 0; 0, 0, 1, 0; 0, 0, 0, -1] := by
    rw [gamma5_eq]
    ext i j
    fin_cases i <;> fin_cases j <;> simp [gamma, Matrix.mul_apply, Fin.sum_univ_four]
  rw [hS]
  constructor
  · intro μ hμ
    fin_cases μ <;> first
      | exact absurd rfl hμ
      | (ext i j
         fin_cases i <;> fin_cases j <;>
           simp [gamma, Matrix.mul_apply, Fin.sum_univ_four])
  · rintro ⟨c, hc⟩
    -- the first two diagonal entries would both equal `c`
    have a : (-1 : ℂ) = c := by simpa using congrFun (congrFun hc 0) 0
    have b : (1 : ℂ) = c := by simpa using congrFun (congrFun hc 1) 1
    have ab : (1 : ℂ) = -1 := b.trans a.symm
    norm_num at ab

/-- If `S` and an invertible `T` both carry the Dirac gamma matrices into the same set `γ'`,
then `S` is a scalar multiple of `T`. -/
theorem intertwiner_unique (γ' : Fin 4 → Matrix (Fin 4) (Fin 4) ℂ)
    (S T : Matrix (Fin 4) (Fin 4) ℂ) (hT : IsUnit T)
    (hSγ : ∀ μ, S * gamma μ = γ' μ * S) (hTγ : ∀ μ, T * gamma μ = γ' μ * T) :
    ∃ c : ℂ, S = c • T := by
  obtain ⟨R, hTR⟩ := hT.exists_right_inv
  have hRT : R * T = 1 := mul_eq_one_comm.mp hTR
  -- the inverse `R` of `T` carries `γ'` back to the Dirac matrices
  have hR : ∀ μ, R * γ' μ = gamma μ * R := fun μ => by
    calc R * γ' μ = R * γ' μ * (T * R) := by rw [hTR, mul_one]
      _ = R * (γ' μ * T) * R := by simp only [mul_assoc]
      _ = R * (T * gamma μ) * R := by rw [← hTγ μ]
      _ = R * T * gamma μ * R := by simp only [mul_assoc]
      _ = gamma μ * R := by rw [hRT, one_mul]
  have hc : ∀ μ, R * S * gamma μ = gamma μ * (R * S) := fun μ => by
    rw [mul_assoc, hSγ μ, ← mul_assoc, hR μ, mul_assoc]
  obtain ⟨c, hRS⟩ := (commutes_iff_scalar _).mp hc
  refine ⟨c, ?_⟩
  calc S = T * R * S := by rw [hTR, one_mul]
    _ = T * (R * S) := mul_assoc _ _ _
    _ = c • T := by rw [hRS, Matrix.mul_smul, mul_one]

/-- The matrix `gamma5` is invertible, and both `gamma5` and `i * gamma5` carry the Dirac gamma
matrices into their negatives. -/
theorem intertwiner_unique_witness :
    IsUnit gamma5 ∧ (∀ μ, (I • gamma5) * gamma μ = (-gamma μ) * (I • gamma5)) ∧
      ∀ μ, gamma5 * gamma μ = (-gamma μ) * gamma5 := by
  refine ⟨⟨⟨gamma5, gamma5, gamma5_sq, gamma5_sq⟩, rfl⟩, fun μ => ?_, fun μ => ?_⟩
  · rw [Matrix.smul_mul, gamma5_anticomm, Matrix.mul_smul, neg_mul]
  · rw [gamma5_anticomm, neg_mul]

end

end DiracCommutant
```

```lean
#print axioms DiracCommutant.anticommutes_iff_gamma5
-- 'DiracCommutant.anticommutes_iff_gamma5' depends on axioms: [propext, Classical.choice, Quot.sound]
#print axioms DiracCommutant.three_gammas_not_enough
-- 'DiracCommutant.three_gammas_not_enough' depends on axioms: [propext, Classical.choice, Quot.sound]
#print axioms DiracCommutant.intertwiner_unique
-- 'DiracCommutant.intertwiner_unique' depends on axioms: [propext, Classical.choice, Quot.sound]
```

## How the proof follows the entries

`gamma5_eq`, `gamma5_sq` and `gamma5_anticomm` are finite checks: `ext` reduces a matrix equation to its entries, `fin_cases` lists them, and `simp` evaluates each one.

In `commutes_iff_scalar`, `e` turns the hypothesis into equations between entries; `e 1 0 2`, for example, is the (0,2) entry of the γ¹ condition. The helper `z` is the step from −x = x to x = 0. The facts `z02` to `z31` clear the mixed blocks, `p`, `q`, `r` and `s` are the four equations from γ¹ and γ², and `d3`, `d12` and `d2` equate the diagonal entries. A last pass over all sixteen entries assembles M = M₀₀·1.

In `anticommutes_iff_gamma5`, `hc` is the cancellation of two signs, and the closing `calc` multiplies by γ⁵. `three_gammas_not_enough` computes the diagonal matrix and compares its first two diagonal entries, which would both have to equal `c`. In `intertwiner_unique`, `R` is T⁻¹, `hR` carries γ′ back to γ, and `hc` shows that `R * S` commutes with every gamma matrix.

## `linear_combination` and the imaginary unit

The elimination of M₀₁ turns on `linear_combination`. The tactic takes a weighted sum of known equations and checks, by commutative ring algebra, that it yields the goal. That algebra treats `I` as a plain symbol and does not use I² = −1, so the proof supplies this relation as one more equation, `Complex.I_sq`. With a = M₀₁ and b = M₃₂, the check for `z01` is the polynomial identity

(a − b)/2 − (I/2)(aI + Ib) + ((a + b)/2)(I² + 1) = a.

The terms in I² cancel, and what remains is half the difference plus half the sum. On the left-hand side, a − b vanishes by `p`, aI + Ib by `q`, and I² + 1 by `Complex.I_sq`, so a = 0.
